# Levels E and −E are equally degenerate for non-interacting electrons hopping only between two sublattices with zero on-site energies

In a one-electron model with finitely many orthonormal site orbitals, colour each site one of two colours and let the matrix `H` have no entries between sites of the same colour, so that the on-site energies vanish too. The theorem `pairing_theorem` states that the characteristic polynomial p of such an n × n matrix satisfies p(−x) = (−1)ⁿ p(x), and that the eigenspaces of E and −E have equal dimension for every E. It holds over any field, and `H` need not be Hermitian. The polynomial identity is taken from an earlier lemma. For the dimensions, the attempt shows that reversing the amplitudes on one colour maps the eigenspace of E injectively into that of −E, which gives one inequality, and then uses the same result at −E for the other.

As first written in Lean, the proof fails:

```lean
import Mathlib

open Matrix Polynomial

namespace PairingTheorem

variable {n : Type*} [Fintype n] [DecidableEq n]

/-- A matrix is alternant for a two-colouring of the sites if all its entries between sites
of the same colour vanish, the diagonal entries included. -/
def IsAlternant {R : Type*} [Zero R] (c : n → Bool) (H : Matrix n n R) : Prop :=
  ∀ i j, c i = c j → H i j = 0

/-- The diagonal matrix that keeps the amplitudes on one colour and reverses the sign of
those on the other. -/
def signMatrix (R : Type*) [CommRing R] (c : n → Bool) : Matrix n n R :=
  Matrix.diagonal fun i => if c i = true then 1 else -1

/-- Reversing the signs on one colour twice changes nothing. -/
theorem signMatrix_mul_self (R : Type*) [CommRing R] (c : n → Bool) :
    signMatrix R c * signMatrix R c = 1 := by
  rw [signMatrix, Matrix.diagonal_mul_diagonal, ← Matrix.diagonal_one]
  refine congrArg Matrix.diagonal (funext fun i => ?_)
  by_cases h : c i = true <;> simp [h]

/-- Reversing the signs on one colour turns an alternant matrix into its negative. -/
theorem sign_conj {R : Type*} [CommRing R] {c : n → Bool} {H : Matrix n n R}
    (hH : IsAlternant c H) : signMatrix R c * H * signMatrix R c = -H := by
  refine Matrix.ext fun i j => ?_
  rw [signMatrix, Matrix.mul_diagonal, Matrix.diagonal_mul, Matrix.neg_apply]
  by_cases hc : c i = c j
  · simp [hH i j hc]
  · revert hc
    cases c i <;> cases c j <;> simp

/-- The characteristic polynomial `p` of an alternant matrix on `n` sites satisfies
`p(-x) = (-1)^n p(x)`. -/
theorem charpoly_comp_neg {R : Type*} [CommRing R] {c : n → Bool} {H : Matrix n n R}
    (hH : IsAlternant c H) :
    H.charpoly.comp (-X) = (-1) ^ Fintype.card n * H.charpoly := by
  -- replacing x by -x in x - H amounts to a sign conjugation and an overall minus sign
  have key : (Polynomial.compRingHom (-X)).mapMatrix (Matrix.charmatrix H)
      = -(signMatrix R[X] c * Matrix.charmatrix H * signMatrix R[X] c) := by
    refine Matrix.ext fun i j => ?_
    rw [RingHom.mapMatrix_apply, Matrix.map_apply, Matrix.neg_apply, signMatrix,
      Matrix.mul_diagonal, Matrix.diagonal_mul, Matrix.charmatrix_apply]
    by_cases hij : i = j
    · subst hij
      by_cases h : c i = true <;> simp [h, hH i i rfl]
    · by_cases hc : c i = c j
      · simp [hij, hH i j hc]
      · revert hc
        cases c i <;> cases c j <;> simp [hij]
  have hdet : (signMatrix R[X] c).det * (signMatrix R[X] c).det = 1 := by
    rw [← Matrix.det_mul, signMatrix_mul_self, Matrix.det_one]
  calc H.charpoly.comp (-X)
      = Polynomial.compRingHom (-X) (Matrix.charmatrix H).det := rfl
    _ = (-(signMatrix R[X] c * Matrix.charmatrix H * signMatrix R[X] c)).det := by
        rw [RingHom.map_det, key]
    _ = (-1) ^ Fintype.card n * H.charpoly := by
        rw [Matrix.det_neg, Matrix.det_mul, Matrix.det_mul, Matrix.charpoly]
        linear_combination
          ((-1) ^ Fintype.card n * (Matrix.charmatrix H).det) * hdet

/-- If `v` solves the eigenvalue equation of an alternant matrix at energy `E`, then `v` with
its signs reversed on one colour solves it at energy `-E`. -/
theorem paired_orbital {R : Type*} [CommRing R] {c : n → Bool} {H : Matrix n n R}
    (hH : IsAlternant c H) {E : R} {v : n → R} (hv : H *ᵥ v = E • v) :
    H *ᵥ (signMatrix R c *ᵥ v) = (-E) • (signMatrix R c *ᵥ v) := by
  have anti : H * signMatrix R c = -(signMatrix R c * H) := by
    calc H * signMatrix R c
        = (signMatrix R c * signMatrix R c) * H * signMatrix R c := by
          rw [signMatrix_mul_self, one_mul]
      _ = signMatrix R c * (signMatrix R c * H * signMatrix R c) := by
          simp only [mul_assoc]
      _ = -(signMatrix R c * H) := by rw [sign_conj hH, mul_neg]
  rw [Matrix.mulVec_mulVec, anti, Matrix.neg_mulVec, ← Matrix.mulVec_mulVec, hv,
    Matrix.mulVec_smul, neg_smul]

/-- **Pairing theorem.** For an alternant matrix on `n` sites over any field, the characteristic
polynomial satisfies `p(-x) = (-1)^n p(x)`, and the eigenspaces of `E` and `-E` have equal
dimension for every `E`. -/
theorem pairing_theorem {K : Type*} [Field K] {c : n → Bool} {H : Matrix n n K}
    (hH : IsAlternant c H) :
    H.charpoly.comp (-X) = (-1) ^ Fintype.card n * H.charpoly ∧
    ∀ E : K, Module.finrank K (Module.End.eigenspace (Matrix.toLin' H) E)
      = Module.finrank K (Module.End.eigenspace (Matrix.toLin' H) (-E)) := by
  refine ⟨charpoly_comp_neg hH, ?_⟩
  -- the sign reversal embeds each eigenspace in the one of opposite energy
  have le : ∀ E : K, Module.finrank K (Module.End.eigenspace (Matrix.toLin' H) E)
      ≤ Module.finrank K (Module.End.eigenspace (Matrix.toLin' H) (-E)) := by
    intro E
    have maps : ∀ v ∈ Module.End.eigenspace (Matrix.toLin' H) E,
        Matrix.toLin' (signMatrix K c) v
          ∈ Module.End.eigenspace (Matrix.toLin' H) (-E) := by
      intro v hv
      rw [Module.End.mem_eigenspace_iff, Matrix.toLin'_apply] at hv
      rw [Module.End.mem_eigenspace_iff, Matrix.toLin'_apply, Matrix.toLin'_apply]
      exact paired_orbital hH hv
    refine LinearMap.finrank_le_finrank_of_injective
      (f := (Matrix.toLin' (signMatrix K c)).restrict maps) ?_
    intro a b hab
    have h : signMatrix K c *ᵥ a.1 = signMatrix K c *ᵥ b.1 := congrArg Subtype.val hab
    have h2 := congrArg (fun w => signMatrix K c *ᵥ w) h
    simp only [Matrix.mulVec_mulVec, signMatrix_mul_self, Matrix.one_mulVec] at h2
    exact Subtype.ext h2
  intro E
  exact le_antisymm (le E) (by simpa using le (-E))

end PairingTheorem
```

Lean reports:

```
Main.lean:108:31: error: Type mismatch: After simplification, term
  le (-E)
 has type
  Module.finrank K ↥(Module.End.eigenspace (toLin' H) (-E)) ≤
    Module.finrank K ↥(Module.End.eigenspace (toLin' H) (- -E))
but is expected to have type
  Module.finrank K ↥(Module.End.eigenspace (toLin' H) (-E)) ≤ Module.finrank K ↥(Module.End.eigenspace (toLin' H) E)
```

Diagnosis. The one error concerns the second inequality. `le (-E)` bounds the dimension at `-E` by that at `- -E`, whereas the goal has `E`. The message shows that `- -E` was still there after `simpa` had simplified, although `neg_neg` is a simp lemma.

The obstacle is where the term sits. In `Module.finrank K ↥(…)` the eigenspace is a type, and the instances that make it a module over `K` are further arguments that depend on it. `simp` rewrites argument by argument using congruence lemmas, and the one it generates here holds that type fixed, so it never reaches the double negation inside.

The repair names the inequality `ge` and applies `rw [neg_neg] at ge`. `rw` replaces every occurrence of `- -E` at once, including those in the instances, so the statement remains well typed. `ge` then has exactly the form that `le_antisymm` needs.

This version goes through:

```diff
@@ -106,5 +106,7 @@
     exact Subtype.ext h2
   intro E
-  exact le_antisymm (le E) (by simpa using le (-E))
+  have ge := le (-E)
+  rw [neg_neg] at ge
+  exact le_antisymm (le E) ge
 
 end PairingTheorem
```
